# Fourth-order accuracy of ω/(1 + pω²) when ω = e + pe³ + O(e⁴)

Let $e$ be an exact energy, measured from the energy at which a method has been linearised, and suppose that the linearised method returns $\omega = e + p e^3$ with a real constant $p$. The error of $\omega$ is $p e^3$. Dividing by $1 + p\omega^2$ cancels this cubic term and leaves an error of order $e^5$:

$$\frac{\omega}{1+p\omega^2} - e = \frac{e + pe^3 - e - p e^3(1+pe^2)^2}{1+p\omega^2} = -\frac{p^2 e^5\,(2 + p e^2)}{1+p\omega^2}.$$

For $p = 1$ and $e = 0.1$ the raw error is $10^{-3}$, and the corrected error is about $-2\times 10^{-5}$. The mechanism is that $p\omega^2$ is close to $pe^2$, which is the relative error of $\omega$.

## The cubic term and its cancellation

Now let $\omega$ be any real function with

$$\omega(e) = e + p e^3 + O(e^4) \qquad (e \to 0).$$

The constant $p$ stands for a squared norm. Inside a finite sphere, let $\varphi$ be a normalised real solution of $(H-E_\nu)\varphi = 0$ at the linearisation energy $E_\nu$, with no boundary condition imposed at the surface, and let $\dot\varphi$ be its energy derivative, orthogonal to $\varphi$, with $(H-E_\nu)\dot\varphi = \varphi$. All integrals run over the sphere. (If $H$ were symmetric on these two functions, no such $\dot\varphi$ could exist, since $\langle\varphi|(H-E_\nu)\dot\varphi\rangle$ would be both $1$ and $0$.) The trial function $\varphi + \omega\dot\varphi$ then has squared norm $1 + p\omega^2$ with $p = \langle\dot\varphi|\dot\varphi\rangle$, and the unnormalised expectation value of $H - E_\nu$ is $\omega$. The quotient is the estimate. The expansion of $\omega$ itself, with this same $p$ as its cubic coefficient, is assumed here and not derived from a Schrödinger equation.

To see what singles out $p$, put an arbitrary real $q$ in the denominator. Since $(w - qw^3)(1+qw^2) = w - q^2w^5$, every $w$ with $1 + qw^2 \neq 0$ satisfies

$$\frac{w}{1+qw^2} = w - q w^3 + \frac{q^2 w^5}{1+qw^2}.$$

Set $w = \omega(e)$. The expansion gives $\omega - e = O(e^3)$, hence $\omega = O(e)$ and $\omega \to 0$. The denominator tends to $1$, so its inverse is bounded near $e=0$ and the last term is $O(e^5)$. In the cubic term, $\omega$ may be replaced by $e$, because

$$\omega^3 - e^3 = (\omega - e)(\omega^2 + \omega e + e^2) = O(e^3)\,O(e^2) = O(e^5).$$

Therefore

$$\frac{\omega}{1+q\omega^2} = \omega - q e^3 + O(e^5) = e + (p-q)e^3 + O(e^4).$$

If $q = p$, the error is $O(e^4)$. Conversely, if the error is $O(e^4)$, then so is $(p-q)e^3$, which means $|p-q|\,|e|^3 \le C e^4$ near zero. Dividing by $|e|^3$ for $e \ne 0$ and letting $e \to 0$ gives $q = p$. The choice $q = 0$ is the raw energy $\omega$, whose error is thus not $O(e^4)$ when $p \neq 0$.

The fourth order cannot be raised under this hypothesis. For $\omega = e + pe^3 + ce^4$ with $c \neq 0$, the corrected energy is $e + ce^4 + O(e^5)$. The opening example does better because it has $c = 0$.

For electronic-structure methods that linearise in energy, this shows, in a model with a single level and an assumed expansion, how a normalisation factor improves an energy near the linearisation point.

## The estimate and the expansion in Lean

The opened namespaces supply the notation for limits and for big-O.

```lean
import Mathlib

open Filter Topology Asymptotics

namespace AndersenEstimate

noncomputable section
```

Energies are real numbers in a fixed unit, and the estimate is a function of the parameter `q` and the value `w` of the linearised energy.

```lean
/-- The energy estimate `ω / (1 + q ω²)` built from a linearised energy `ω` and a
normalisation parameter `q`, on the domain `1 + q ω² ≠ 0`. -/
def correctedEnergy (q w : ℝ) : ℝ := w / (1 + q * w ^ 2)
```

Lean assigns the quotient the value zero where the denominator vanishes, but this plays no role near $e = 0$, where the denominator is close to $1$.

The assumption on $\omega$ is a named predicate. In it, `𝓝 0` denotes the neighbourhoods of $e = 0$, and `=O[𝓝 0]` says that the left side is bounded by a constant times the right side on one of them.

```lean
/-- The linearised energy `ω(e)` agrees with `e + p e³` up to `O(e⁴)` as the exact energy `e`,
measured from the linearisation energy, tends to zero. -/
def HasCubicError (ω : ℝ → ℝ) (p : ℝ) : Prop :=
  (fun e => ω e - (e + p * e ^ 3)) =O[𝓝 0] fun e : ℝ => e ^ 4
```

The point $e = 0$ belongs to these neighbourhoods, so the predicate forces $\omega(0) = 0$: the linearised energy is exact at the linearisation energy. Neither continuity nor differentiability of $\omega$ is assumed elsewhere. The sign of $p$ is free, although a squared norm has $p \ge 0$.

## Two tools: an exact identity and a test for coefficients

The first lemma is the splitting of the quotient. The proof multiplies through by the nonzero denominator and leaves a polynomial identity to `ring`.

```lean
/-- Where `1 + q ω² ≠ 0`, the corrected energy is `ω - q ω³` plus an explicit remainder of fifth
order in `ω`. -/
theorem correctedEnergy_eq {q w : ℝ} (h : 1 + q * w ^ 2 ≠ 0) :
    correctedEnergy q w = w - q * w ^ 3 + q ^ 2 * w ^ 5 / (1 + q * w ^ 2) := by
  unfold correctedEnergy
  rw [div_eq_iff h, add_mul, div_mul_cancel₀ _ h]
  ring
```

The second lemma says that $c e^n$ can be $O(e^{n+1})$ only if $c = 0$. The proof takes the constant `C` from the big-O bound, divides by $|e|^n$ on the punctured neighbourhood `𝓝[≠] 0`, and obtains $|c| \le C|e|$. The right side tends to zero, and `ge_of_tendsto` passes the inequality to the limit.

```lean
/-- An energy error `c eⁿ` is of order `eⁿ⁺¹` near `e = 0` only if its coefficient vanishes. -/
theorem coeff_eq_zero {c : ℝ} {n : ℕ}
    (h : (fun e : ℝ => c * e ^ n) =O[𝓝 0] fun e : ℝ => e ^ (n + 1)) : c = 0 := by
  obtain ⟨C, hC⟩ := h.bound
  have hlim : Tendsto (fun e : ℝ => C * |e|) (𝓝[≠] 0) (𝓝 0) := by
    have hc : Continuous (fun e : ℝ => C * |e|) := by fun_prop
    have h0 := hc.tendsto 0
    simp only [abs_zero, mul_zero] at h0
    exact h0.mono_left nhdsWithin_le_nhds
  -- away from zero, divide the bound by |e|ⁿ
  have hev : ∀ᶠ e in 𝓝[≠] (0 : ℝ), |c| ≤ C * |e| := by
    filter_upwards [hC.filter_mono nhdsWithin_le_nhds, self_mem_nhdsWithin] with e he hne
    have hpos : 0 < |e| ^ n := pow_pos (abs_pos.mpr hne) n
    simp only [Real.norm_eq_abs, abs_mul, abs_pow, pow_succ] at he
    exact le_of_mul_le_mul_right (by linarith) hpos
  exact abs_eq_zero.mp (le_antisymm (ge_of_tendsto hlim hev) (abs_nonneg c))
```

## Orders of magnitude near the linearisation energy

The next theorem is $\omega/(1+q\omega^2) = \omega - qe^3 + O(e^5)$. Its intermediate facts follow the derivation above: `h3` is $\omega - e = O(e^3)$, `h1` is $\omega = O(e)$, `hD` is the limit of the denominator, `hfifth` bounds the remainder, and `hcube` bounds $\omega^3 - e^3$ in factored form. The last lines add the two fifth-order terms and use the exact identity wherever the denominator is nonzero, which `hD` guarantees close to $e = 0$.

```lean
/-- For a linearised energy with a cubic error, the corrected energy equals `ω(e) - q e³`
up to `O(e⁵)`. -/
theorem correctedEnergy_sub_isBigO {ω : ℝ → ℝ} {p : ℝ} (h : HasCubicError ω p) (q : ℝ) :
    (fun e => correctedEnergy q (ω e) - (ω e - q * e ^ 3)) =O[𝓝 0] fun e : ℝ => e ^ 5 := by
  unfold HasCubicError at h
  -- sizes of ω - e and of ω
  have h3 : (fun e => ω e - e) =O[𝓝 0] fun e : ℝ => e ^ 3 :=
    ((h.trans (isLittleO_pow_pow (by norm_num : 3 < 4)).isBigO).add
      ((isBigO_refl (fun e : ℝ => e ^ 3) (𝓝 0)).const_mul_left p)).congr_left fun e => by
        show ω e - (e + p * e ^ 3) + p * e ^ 3 = ω e - e
        ring
  have h1 : ω =O[𝓝 0] fun e : ℝ => e :=
    ((h3.trans (isLittleO_pow_id (by norm_num : 1 < 3)).isBigO).add
      (isBigO_refl (fun e : ℝ => e) (𝓝 0))).congr_left fun e => by
        show ω e - e + e = ω e
        ring
  -- the denominator tends to one
  have h0 : Tendsto ω (𝓝 0) (𝓝 0) := h1.trans_tendsto tendsto_id
  have hD : Tendsto (fun e => 1 + q * ω e ^ 2) (𝓝 0) (𝓝 1) := by
    simpa using ((h0.pow 2).const_mul q).const_add 1
  have hinv : (fun e => (1 + q * ω e ^ 2)⁻¹) =O[𝓝 0] fun _ : ℝ => (1 : ℝ) :=
    (hD.inv₀ one_ne_zero).isBigO_one ℝ
  have hfifth : (fun e => ω e ^ 5 * (1 + q * ω e ^ 2)⁻¹) =O[𝓝 0] fun e : ℝ => e ^ 5 :=
    ((h1.pow 5).mul hinv).congr_right fun e => by
      show e ^ 5 * 1 = e ^ 5
      ring
  -- ω³ - e³ is of fifth order
  have hmix : (fun e => ω e * e) =O[𝓝 0] fun e : ℝ => e ^ 2 :=
    (h1.mul (isBigO_refl (fun e : ℝ => e) (𝓝 0))).congr_right fun e => by
      show e * e = e ^ 2
      ring
  have hquad : (fun e => ω e ^ 2 + ω e * e + e ^ 2) =O[𝓝 0] fun e : ℝ => e ^ 2 :=
    ((h1.pow 2).add hmix).add (isBigO_refl (fun e : ℝ => e ^ 2) (𝓝 0))
  have hcube : (fun e => (ω e - e) * (ω e ^ 2 + ω e * e + e ^ 2)) =O[𝓝 0]
      fun e : ℝ => e ^ 5 :=
    (h3.mul hquad).congr_right fun e => by
      show e ^ 3 * e ^ 2 = e ^ 5
      ring
  refine ((hcube.const_mul_left (-q)).add (hfifth.const_mul_left (q ^ 2))).congr' ?_
    EventuallyEq.rfl
  filter_upwards [hD.eventually_ne one_ne_zero] with e he
  show -q * ((ω e - e) * (ω e ^ 2 + ω e * e + e ^ 2)) +
    q ^ 2 * (ω e ^ 5 * (1 + q * ω e ^ 2)⁻¹) = correctedEnergy q (ω e) - (ω e - q * e ^ 3)
  rw [correctedEnergy_eq he]
  ring
```

Adding the assumed expansion of $\omega$ gives the cubic coefficient $p - q$. The fifth-order error is first weakened to fourth order, since the hypothesis controls $\omega$ no further.

```lean
/-- If the linearised energy is `e + p e³ + O(e⁴)`, then the corrected energy has the expansion `e +
(p - q) e³ + O(e⁴)`. -/
theorem correctedEnergy_expansion {ω : ℝ → ℝ} {p : ℝ} (h : HasCubicError ω p) (q : ℝ) :
    (fun e => correctedEnergy q (ω e) - (e + (p - q) * e ^ 3)) =O[𝓝 0]
      fun e : ℝ => e ^ 4 := by
  have h5 := (correctedEnergy_sub_isBigO h q).trans
    (isLittleO_pow_pow (by norm_num : 4 < 5)).isBigO
  unfold HasCubicError at h
  exact (h5.add h).congr_left fun e => by
    show correctedEnergy q (ω e) - (ω e - q * e ^ 3) + (ω e - (e + p * e ^ 3)) =
      correctedEnergy q (ω e) - (e + (p - q) * e ^ 3)
    ring
```

## Which parameter removes the cubic error

The following theorem states that, for a given $\omega$ satisfying the expansion, the estimate is accurate to $O(e^4)$ if and only if $q = p$. In the forward direction, subtracting the two error statements isolates $(p-q)e^3$, and `coeff_eq_zero` makes its coefficient vanish. In the backward direction the cubic term is zero by substitution.

```lean
/-- For a linearised energy `e + p e³ + O(e⁴)`, the corrected energy reproduces the exact energy up
to `O(e⁴)` if and only if the normalisation parameter `q` equals the cubic coefficient `p`. -/
theorem correctedEnergy_fourth_order_iff {ω : ℝ → ℝ} {p : ℝ} (h : HasCubicError ω p) (q : ℝ) :
    ((fun e => correctedEnergy q (ω e) - e) =O[𝓝 0] fun e : ℝ => e ^ 4) ↔ q = p := by
  have hx := correctedEnergy_expansion h q
  constructor
  · intro hq
    -- the difference of the two errors is the cubic term alone
    have hc : (fun e : ℝ => (p - q) * e ^ 3) =O[𝓝 0] fun e : ℝ => e ^ (3 + 1) :=
      (hq.sub hx).congr_left fun e => by
        show correctedEnergy q (ω e) - e - (correctedEnergy q (ω e) - (e + (p - q) * e ^ 3)) =
          (p - q) * e ^ 3
        ring
    linarith [coeff_eq_zero hc]
  · rintro rfl
    exact hx.congr_left fun e => by
      show correctedEnergy q (ω e) - (e + (q - q) * e ^ 3) = correctedEnergy q (ω e) - e
      ring
```

The main theorem reads off two cases. With $q = p$ it gives the accuracy of the corrected energy. With $q = 0$ the estimate is $\omega$ itself, so an $O(e^4)$ raw error would imply $p = 0$. Its Lean name recalls Andersen's linear muffin-tin orbital method, but the theorem concerns one real function of one real variable; it makes no statement about muffin-tin orbitals, overlap matrices or band structures.

```lean
/-- If `ω = e + p e³ + O(e⁴)`, then `ω / (1 + p ω²)` has an error `O(e⁴)`, while the error of the
linearised energy `ω` itself is not `O(e⁴)` when `p ≠ 0`. -/
theorem andersen_estimate {ω : ℝ → ℝ} {p : ℝ} (h : HasCubicError ω p) :
    ((fun e => ω e / (1 + p * ω e ^ 2) - e) =O[𝓝 0] fun e : ℝ => e ^ 4) ∧
      (p ≠ 0 → ¬ ((fun e => ω e - e) =O[𝓝 0] fun e : ℝ => e ^ 4)) := by
  refine ⟨(correctedEnergy_fourth_order_iff h p).mpr rfl, fun hp hraw => hp ?_⟩
  -- the uncorrected energy is the case q = 0
  refine ((correctedEnergy_fourth_order_iff h 0).mp (hraw.congr_left fun e => ?_)).symm
  simp [correctedEnergy]
```

The last theorem supplies the family of examples with a true fourth-order error. Its first part checks that the polynomial satisfies the assumed expansion. Its second part supposes an $O(e^5)$ error, subtracts the fifth-order statement for the corrected energy, and is left with $ce^4 = O(e^5)$, which contradicts $c \neq 0$.

```lean
/-- For the linearised energy `e + p e³ + c e⁴` with `c ≠ 0`, the cubic-error condition holds
and the error of the corrected energy is not `O(e⁵)`. -/
theorem fourth_order_sharp (p : ℝ) {c : ℝ} (hc : c ≠ 0) :
    HasCubicError (fun e => e + p * e ^ 3 + c * e ^ 4) p ∧
      ¬ ((fun e => correctedEnergy p (e + p * e ^ 3 + c * e ^ 4) - e) =O[𝓝 0]
        fun e : ℝ => e ^ 5) := by
  have h : HasCubicError (fun e => e + p * e ^ 3 + c * e ^ 4) p := by
    unfold HasCubicError
    exact ((isBigO_refl (fun e : ℝ => e ^ 4) (𝓝 0)).const_mul_left c).congr_left fun e => by
      show c * e ^ 4 = e + p * e ^ 3 + c * e ^ 4 - (e + p * e ^ 3)
      ring
  refine ⟨h, fun h5 => hc ?_⟩
  have hq : (fun e : ℝ => c * e ^ 4) =O[𝓝 0] fun e : ℝ => e ^ (4 + 1) :=
    (h5.sub (correctedEnergy_sub_isBigO h p)).congr_left fun e => by
      show correctedEnergy p (e + p * e ^ 3 + c * e ^ 4) - e -
        (correctedEnergy p (e + p * e ^ 3 + c * e ^ 4) -
          (e + p * e ^ 3 + c * e ^ 4 - p * e ^ 3)) = c * e ^ 4
      ring
  exact coeff_eq_zero hq

end

end AndersenEstimate
```

```lean
#print axioms AndersenEstimate.andersen_estimate
-- 'AndersenEstimate.andersen_estimate' depends on axioms: [propext, Classical.choice, Quot.sound]
#print axioms AndersenEstimate.fourth_order_sharp
-- 'AndersenEstimate.fourth_order_sharp' depends on axioms: [propext, Classical.choice, Quot.sound]
```

## A version with explicit constants

The theorems describe the limit $e \to 0$ and give no error bar at a fixed distance from the linearisation energy. The expansion could also have been modelled as a bound $|\omega(e) - e - pe^3| \le K e^4$ for all $|e| \le r$, with given $K$ and $r$. The conclusion would then be an inequality with a constant computed from $K$, $p$ and $r$, valid across a whole energy window. In that setting the sign of $p$ would matter: for $p \ge 0$ the denominator is at least $1$ everywhere, whereas for $p < 0$ the window would have to be kept away from its zeros.
